# Energies can converge uniformly while a force diverges; force errors bounded on a convex region control energy differences

A configuration x is a vector in Euclidean space R^m, with one component for each Cartesian coordinate. An energy is a real function E on this space, and its force is

f_E(x) = −∇E(x).

For two models E and F, the energy error is D(x) = E(x) − F(x) and the force error is w(x) = f_E(x) − f_F(x). The inner product is ⟨a, b⟩ and the norm is ‖a‖ = √⟨a, a⟩, taken over all m coordinates together and not atom by atom.

## Configurations, forces and two perturbations

```lean
import Mathlib

open Filter Topology

namespace EnergyVersusForceErrors

noncomputable section
```

The file loads Mathlib, makes the notation for limits available and opens a namespace for its names.

```lean
/-- Configurations of a system with `m` Cartesian coordinates. -/
abbrev Config (m : ℕ) := EuclideanSpace ℝ (Fin m)
```

`Fin m` is the set of indices 0, …, m − 1, and `EuclideanSpace ℝ (Fin m)` is R^m with the Euclidean norm. For N atoms in three dimensions, m = 3N. There is no periodic cell, and no symmetry is imposed on the energies.

```lean
variable {m : ℕ}

/-- The force is minus the gradient of the energy. -/
def force (E : Config m → ℝ) (x : Config m) : Config m := -gradient E x
```

The curly brackets around `m` in the first line tell Lean to infer the dimension from context. The definition of `force` is the formula for f_E above.

```lean
/-- The energy `E` with a ripple of amplitude `1/n` and wave vector `n² u` added,
with a node at the configuration `x₀`. -/
def rippled (E : Config m → ℝ) (u x₀ : Config m) (n : ℕ) (x : Config m) : ℝ :=
  E x + Real.sin ((n : ℝ) ^ 2 * inner ℝ u (x - x₀)) / n
```

This is a surrogate for E with a sinusoidal error:

E_n(x) = E(x) + sin(n² ⟨u, x − x₀⟩)/n.

The vector u fixes the direction of the ripple, and x₀ is a point where the ripple vanishes. As n grows, the amplitude falls as 1/n while the wave vector grows as n². Lean assigns the value 0 both to a quotient by zero and to the gradient of a function that is not differentiable, so E_0 is simply E, and the next two lemmas on forces need no differentiability hypothesis.

```lean
/-- The energy `E` with the potential `⟨g, x⟩` of a uniform field added. -/
def tilted (E : Config m → ℝ) (g x : Config m) : ℝ := E x + inner ℝ g x
```

The second perturbation adds the linear potential ⟨g, x⟩, which changes the force by the same vector −g at every configuration where E is differentiable.

## From energy differentials to force errors

```lean
/-- The differential of the energy is minus the inner product with the force. -/
theorem fderiv_eq_neg_force (E : Config m → ℝ) (x : Config m) :
    fderiv ℝ E x = -(innerSL ℝ (force E x)) := by
  ext v
  simp [force, gradient]
```

`fderiv ℝ E x` is the differential of E at x, a linear map from displacements to energy changes. `innerSL ℝ a` is the linear map v ↦ ⟨a, v⟩. The lemma therefore says

dE(x)[v] = −⟨f_E(x), v⟩.

The tactic `ext v` reduces the equality of two linear maps to equality on an arbitrary displacement v, and `simp` unfolds the definitions.

```lean
/-- The distance between the forces of two models is the norm of the difference of
their energy differentials. -/
theorem norm_force_sub (E F : Config m → ℝ) (x : Config m) :
    ‖force E x - force F x‖ = ‖fderiv ℝ E x - fderiv ℝ F x‖ := by
  rw [fderiv_eq_neg_force E, fderiv_eq_neg_force F, neg_sub_neg, ← map_sub,
    innerSL_apply_norm, norm_sub_rev]
```

Subtracting the previous identity for the two models gives

dE(x)[v] − dF(x)[v] = −⟨w(x), v⟩.

By the Cauchy–Schwarz inequality, with equality when v is parallel to w(x), the norm of this linear map is ‖w(x)‖. The distance between two forces can thus be computed from differentials.

```lean
/-- The differential of the energy error of two models is minus the inner product
with their force error. -/
theorem hasFDerivAt_energy_error {E F : Config m → ℝ} {x : Config m}
    (hE : DifferentiableAt ℝ E x) (hF : DifferentiableAt ℝ F x) :
    HasFDerivAt (fun z => E z - F z) (-(innerSL ℝ (force E x - force F x))) x := by
  have h : HasFDerivAt (fun z => E z - F z) (fderiv ℝ E x - fderiv ℝ F x) x :=
    hE.hasFDerivAt.sub hF.hasFDerivAt
  rw [fderiv_eq_neg_force E, fderiv_eq_neg_force F] at h
  refine h.congr_fderiv ?_
  rw [map_sub]
  abel
```

`HasFDerivAt f f' x` says that f is differentiable at x with differential f'. When both energies are differentiable at x, so is D, and

dD(x)[v] = −⟨w(x), v⟩.

The force error is minus the gradient of the energy error. The later estimates apply calculus to this one function D.

## A vanishing ripple with a growing force

```lean
/-- At the node `x₀` the ripple changes the force by a vector of length `n ‖u‖`. -/
theorem rippled_force_error {E : Config m → ℝ} (u : Config m) {x₀ : Config m}
    (hE : DifferentiableAt ℝ E x₀) (n : ℕ) :
    ‖force (rippled E u x₀ n) x₀ - force E x₀‖ = n * ‖u‖ := by
  have h0 : HasFDerivAt (fun x : Config m => inner ℝ u x - inner ℝ u x₀)
      (innerSL ℝ u) x₀ := ((innerSL ℝ u).hasFDerivAt).sub_const _
  have hc : (n : ℝ)⁻¹ * (n : ℝ) ^ 2 = n := by
    rcases eq_or_ne (n : ℝ) 0 with hn | hn
    · simp [hn]
    · field_simp
  -- chain rule: the factor n² from the phase beats the amplitude 1/n
  have h1 : HasFDerivAt
      (fun x : Config m => Real.sin ((n : ℝ) ^ 2 * inner ℝ u (x - x₀)) / n)
      ((n : ℝ) • innerSL ℝ u) x₀ := by
    have h := ((h0.const_mul ((n : ℝ) ^ 2)).sin).const_mul ((n : ℝ)⁻¹)
    have hfun : (fun x : Config m => Real.sin ((n : ℝ) ^ 2 * inner ℝ u (x - x₀)) / n)
        = fun x => (n : ℝ)⁻¹ *
            Real.sin ((n : ℝ) ^ 2 * (inner ℝ u x - inner ℝ u x₀)) := by
      funext x
      rw [inner_sub_right, div_eq_inv_mul]
    rw [hfun]
    refine h.congr_fderiv ?_
    rw [sub_self, mul_zero, Real.cos_zero, one_smul, smul_smul, hc]
  have h2 : HasFDerivAt (rippled E u x₀ n)
      (fderiv ℝ E x₀ + (n : ℝ) • innerSL ℝ u) x₀ := hE.hasFDerivAt.add h1
  rw [norm_force_sub, h2.fderiv, add_sub_cancel_left, norm_smul, innerSL_apply_norm,
    Real.norm_natCast]
```

By the chain rule, for n ≥ 1 the gradient of the ripple at x is

(1/n) · cos(n² ⟨u, x − x₀⟩) · n² u = n cos(n² ⟨u, x − x₀⟩) u.

At x₀ the cosine is 1, so if E is differentiable there, as the theorem assumes, the force changes by −n u, a vector of length n‖u‖. For n = 0 both sides of the stated equality are zero.

The proof follows this calculation. `h0` differentiates the phase, `hc` records that n⁻¹ n² = n, and `h1` assembles the differential of the ripple. `h2` adds the differential of E, which cancels when the two forces are subtracted.

```lean
/-- The rippled energies converge to `E` uniformly over all configurations, while
their force error at `x₀` grows without bound. -/
theorem uniform_energy_convergence_with_diverging_force {E : Config m → ℝ}
    {u x₀ : Config m} (hu : u ≠ 0) (hE : DifferentiableAt ℝ E x₀) :
    TendstoUniformly (rippled E u x₀) E atTop ∧
      Tendsto (fun n => ‖force (rippled E u x₀ n) x₀ - force E x₀‖) atTop atTop := by
  constructor
  · rw [Metric.tendstoUniformly_iff]
    intro ε hε
    have hlim : Tendsto (fun n : ℕ => 1 / (n : ℝ)) atTop (𝓝 0) :=
      tendsto_one_div_atTop_nhds_zero_nat
    filter_upwards [hlim.eventually_lt_const hε] with n hn x
    -- the sine is at most one, so the energy error is at most 1/n
    refine lt_of_le_of_lt ?_ hn
    rw [dist_comm, Real.dist_eq, rippled, add_sub_cancel_left, abs_div, Nat.abs_cast]
    gcongr
    exact Real.abs_sin_le_one _
  · simp only [rippled_force_error u hE]
    exact tendsto_natCast_atTop_atTop.atTop_mul_const (norm_pos_iff.mpr hu)
```

The hypotheses are that u is not zero and that E is differentiable at x₀. The conclusion has two parts, joined by `∧`. `TendstoUniformly` is uniform convergence over all configurations as n → ∞; `Tendsto … atTop atTop` says that the force error at x₀ tends to infinity.

For the first part, the sine is at most 1 in absolute value, so for n ≥ 1

|E_n(x) − E(x)| ≤ 1/n for every x.

Given ε > 0, every sufficiently large n has 1/n < ε. In the line with `filter_upwards`, n is chosen before x is introduced, which is exactly what makes the convergence uniform. For the second part, the preceding theorem turns the force error into n‖u‖, which diverges because ‖u‖ > 0.

The smallest case with a nonzero u is m = 1. With E = 0, u = 1 and x₀ = 0, the energy error is sin(n² x)/n and its derivative at 0 is n. At n = 100 the energy error is nowhere larger than 0.01, yet the force error at the origin has magnitude 100.

For an interatomic potential treated as a differentiable function on R^m, a small maximum energy error therefore does not by itself bound the forces that drive molecular dynamics. The ripple is a mathematical construction; it need not respect the translational, rotational or permutational symmetry of a physical model.

## What a force bound says about energy differences

```lean
/-- If the forces of two models differ by at most `ε` on a convex region, their energy
differences between two configurations there disagree by at most `ε ‖x - y‖`. -/
theorem energy_difference_error_le {E F : Config m → ℝ} {s : Set (Config m)} {ε : ℝ}
    (hs : Convex ℝ s) (hE : ∀ z ∈ s, DifferentiableAt ℝ E z)
    (hF : ∀ z ∈ s, DifferentiableAt ℝ F z)
    (hε : ∀ z ∈ s, ‖force E z - force F z‖ ≤ ε)
    {x y : Config m} (hx : x ∈ s) (hy : y ∈ s) :
    |(E x - E y) - (F x - F y)| ≤ ε * ‖x - y‖ := by
  -- mean value inequality for the energy error
  have key := Convex.norm_image_sub_le_of_norm_hasFDerivWithin_le
    (fun z hz => (hasFDerivAt_energy_error (hE z hz) (hF z hz)).hasFDerivWithinAt)
    (fun z hz => by rw [norm_neg, innerSL_apply_norm]; exact hε z hz) hs hy hx
  rw [Real.norm_eq_abs] at key
  convert key using 2
  ring
```

Here s is a convex region: it contains the straight segment between any two of its points. Both energies are differentiable at each point of s, and ‖w(z)‖ ≤ ε there. Then, for x and y in s,

|(E(x) − E(y)) − (F(x) − F(y))| ≤ ε‖x − y‖.

Taking s to be all of R^m gives the statement for forces that are close everywhere. To derive it by hand, follow D along the segment from y to x by setting h(r) = D(y + r(x − y)) for 0 ≤ r ≤ 1. Then

h′(r) = −⟨w(y + r(x − y)), x − y⟩,

and Cauchy–Schwarz gives |h′(r)| ≤ ε‖x − y‖. By the mean value theorem, h(1) − h(0) equals h′(r) for some r between 0 and 1. Since h(1) − h(0) = D(x) − D(y), the bound follows.

The Mathlib lemma `Convex.norm_image_sub_le_of_norm_hasFDerivWithin_le` packages this argument. It asks for a differential at each point of the region, a bound on its norm, convexity and two endpoints. The first two are supplied as functions: given a point `z` and a proof `hz` that it lies in s, they return the required fact at z. The closing `ring` regroups D(x) − D(y) into the difference of energy differences.

Only differences are controlled, since adding a constant to an energy leaves its forces unchanged. The hypothesis is also a bound at every point of the region, which is stronger than a small average force error on a test set. Convexity matters in applications, because a region from which atomic collisions have been removed need not contain the segment between two of its configurations.

```lean
/-- Adding `⟨g, x⟩` to a differentiable energy changes every force by a vector of length `‖g‖`, and
changes the energy difference over a displacement `t g` with `t ≥ 0` by exactly `‖g‖` times the
length of that displacement. -/
theorem tilted_attains_bound {E : Config m → ℝ} (hE : Differentiable ℝ E)
    (g x : Config m) {t : ℝ} (ht : 0 ≤ t) :
    (∀ z, ‖force (tilted E g) z - force E z‖ = ‖g‖) ∧
      (tilted E g (x + t • g) - tilted E g x) - (E (x + t • g) - E x)
        = ‖g‖ * ‖(x + t • g) - x‖ := by
  constructor
  · intro z
    have h : HasFDerivAt (tilted E g) (fderiv ℝ E z + innerSL ℝ g) z :=
      (hE z).hasFDerivAt.add (innerSL ℝ g).hasFDerivAt
    rw [norm_force_sub, h.fderiv, add_sub_cancel_left, innerSL_apply_norm]
  · rw [add_sub_cancel_left, norm_smul, Real.norm_of_nonneg ht, tilted, tilted,
      inner_add_right, inner_smul_right, real_inner_self_eq_norm_sq]
    ring
```

The bound is attained. Adding ⟨g, x⟩ to E gives a force error of length ‖g‖ everywhere. For a displacement t g with t ≥ 0, the energy difference changes by

⟨g, x + t g⟩ − ⟨g, x⟩ = t‖g‖² = ‖g‖ · ‖t g‖,

which is the bound of the preceding theorem with ε = ‖g‖. The first half of the proof computes the differential of the tilted energy; the second is the algebra just shown.

## Recovering force accuracy from a Lipschitz condition

```lean
/-- If two energies agree within `δ` everywhere and their force error is Lipschitz with
constant `L`, then the squared force error is at most `8 δ L` everywhere. -/
theorem force_error_sq_le {E F : Config m → ℝ} {δ L : ℝ} (hL : 0 < L)
    (hE : Differentiable ℝ E) (hF : Differentiable ℝ F)
    (hδ : ∀ z, |E z - F z| ≤ δ)
    (hLip : ∀ y z, ‖(force E y - force F y) - (force E z - force F z)‖ ≤ L * ‖y - z‖)
    (x : Config m) : ‖force E x - force F x‖ ^ 2 ≤ 8 * δ * L := by
  obtain ⟨t, ht, hLt⟩ : ∃ t : ℝ, 0 < t ∧ L * t = 1 / 2 :=
    ⟨1 / (2 * L), by positivity, by field_simp⟩
  obtain ⟨w, hw⟩ : ∃ w, w = force E x - force F x := ⟨_, rfl⟩
  rw [← hw]
  have hyx : (x - t • w) - x = -(t • w) := by abel
  have hn : ‖(x - t • w) - x‖ = t * ‖w‖ := by
    rw [hyx, norm_neg, norm_smul, Real.norm_of_nonneg ht.le]
  have hφ : (-(innerSL ℝ w) : Config m →L[ℝ] ℝ) ((x - t • w) - x) = t * ‖w‖ ^ 2 := by
    rw [hyx]
    simp [inner_smul_right]
  -- first-order expansion of the energy error in a ball around x
  have key := Convex.norm_image_sub_le_of_norm_hasFDerivWithin_le'
    (f := fun z => E z - F z) (s := Metric.closedBall x (t * ‖w‖))
    (φ := -(innerSL ℝ w)) (C := L * (t * ‖w‖))
    (fun z _ => (hasFDerivAt_energy_error (hE z) (hF z)).hasFDerivWithinAt)
    (fun z hz => by
      rw [neg_sub_neg, ← map_sub, innerSL_apply_norm, norm_sub_rev, hw]
      refine (hLip z x).trans ?_
      rw [← hw]
      exact mul_le_mul_of_nonneg_left (mem_closedBall_iff_norm.mp hz) hL.le)
    (convex_closedBall x _) (Metric.mem_closedBall_self (by positivity))
    (mem_closedBall_iff_norm.mpr hn.le)
  rw [hφ, hn, Real.norm_eq_abs] at key
  have h0 := (abs_le.mp key).1
  have h1 := (abs_le.mp (hδ (x - t • w))).2
  have h2 := (abs_le.mp (hδ x)).1
  have h1' := (abs_le.mp (hδ (x - t • w))).1
  have h2' := (abs_le.mp (hδ x)).2
  have h3 : L * (t * ‖w‖) * (t * ‖w‖) = t * ‖w‖ ^ 2 / 2 := by
    linear_combination (t * ‖w‖ ^ 2) * hLt
  have h4 : t * ‖w‖ ^ 2 ≤ 4 * δ := by linarith
  -- multiply by 2L, using L t = 1/2
  have h5 := mul_le_mul_of_nonneg_left h4 hL.le
  have h6 : ‖w‖ ^ 2 = 2 * (L * (t * ‖w‖ ^ 2)) := by
    linear_combination (-2 * ‖w‖ ^ 2) * hLt
  linarith

end

end EnergyVersusForceErrors
```

Suppose that both energies are differentiable on all of R^m, which excludes an energy that diverges when two atoms coincide. Suppose also that |D(z)| ≤ δ everywhere and that the force error is Lipschitz with constant L > 0:

‖w(y) − w(z)‖ ≤ L‖y − z‖.

This condition limits how sharply the energy error can curve. It is assumed here, and for a particular pair of models it has to be established separately. The conclusion is

‖w(x)‖² ≤ 8δL for every x.

Write w for w(x), set t = 1/(2L), and take the step y = x − t w. Since the gradient of D at x is −w, the first-order change of D along this step is

−⟨w, −t w⟩ = t‖w‖².

The step has length t‖w‖. Throughout the closed ball of that radius around x, the force error differs from w by at most L t‖w‖. The deviation of D from its first-order change is therefore at most this bound times the length of the step:

|D(y) − D(x) − t‖w‖²| ≤ L t²‖w‖² = t‖w‖²/2,

where the last equality uses L t = 1/2. Hence D(y) − D(x) ≥ t‖w‖²/2. Both values of D lie between −δ and δ, so D(y) − D(x) ≤ 2δ, and

t‖w‖² ≤ 4δ.

Multiplying by 2L = 1/t gives ‖w‖² ≤ 8δL. If w = 0, the ball shrinks to a point and the argument still holds.

The proof turns on the primed lemma `Convex.norm_image_sub_le_of_norm_hasFDerivWithin_le'`. The unprimed version bounds the change of a function. The primed version first subtracts a fixed linear map φ and bounds what remains:

|D(y) − D(x) − φ(y − x)| ≤ C‖y − x‖,

provided that the differential of D stays within C of φ on the convex set. Here φ is the differential of D at x, written `-(innerSL ℝ w)`, and C is L t‖w‖. This yields a first-order expansion with an explicit error without requiring second derivatives.

In the code, `hφ` evaluates the first-order change, `hn` the length of the step, and `key` is the expansion. `h3` simplifies the error term, `h4` is the inequality t‖w‖² ≤ 4δ, and `h5` and `h6` carry out the multiplication by 2L. The tactic `linarith` combines the linear inequalities.

The limit L → 0 gives a simple check. A constant force error satisfies the Lipschitz condition for every L > 0, so if the energies also agree within a fixed δ on all of R^m, the bound forces that error to be zero. This agrees with the tilted energy: for g ≠ 0, its error ⟨g, x⟩ is unbounded.

For models meeting these global assumptions, energy accuracy does control forces, through a square root: reducing δ by a factor of 100 at fixed L lowers the guaranteed force error by a factor of 10. The square root cannot be replaced by a higher power of δ. In one dimension, for δ > 0, the energy error δ sin(x√(L/δ)) meets both assumptions, and its force error at the origin has magnitude √(δL). The constant 8 is not optimal: integrating the Lipschitz bound along the step, instead of using its largest value, and taking t = 1/L gives 4δL.

```lean
#print axioms EnergyVersusForceErrors.uniform_energy_convergence_with_diverging_force
-- 'EnergyVersusForceErrors.uniform_energy_convergence_with_diverging_force' depends on axioms: [propext, Classical.choice, Quot.sound]
#print axioms EnergyVersusForceErrors.energy_difference_error_le
-- 'EnergyVersusForceErrors.energy_difference_error_le' depends on axioms: [propext, Classical.choice, Quot.sound]
#print axioms EnergyVersusForceErrors.tilted_attains_bound
-- 'EnergyVersusForceErrors.tilted_attains_bound' depends on axioms: [propext, Classical.choice, Quot.sound]
#print axioms EnergyVersusForceErrors.force_error_sq_le
-- 'EnergyVersusForceErrors.force_error_sq_le' depends on axioms: [propext, Classical.choice, Quot.sound]
```
